# With a perturbed overlap, the Hylleraas functional is the second-order energy plus a quadratic error

In the projector augmented-wave (PAW) method the overlap operator depends on the atomic positions. If an atom moves and the second-order energy is computed as though the overlap were fixed, the result is in general wrong, even when the minimisation is perfectly converged. Two levels are enough to see it. Let \(s\) be the perturbation strength and

\[
H=\begin{pmatrix}1+s&2s\\2s&2\end{pmatrix},\qquad
S=\begin{pmatrix}1+s^2&s\\s&1\end{pmatrix}.
\]

The lower solution of \(H\psi=eS\psi\) has \(e=1+s-2s^2\). With components numbered from zero, the fixed-overlap functional for a trial first-order state \(x=(x_0,x_1)\) is \(x_1^2+4x_1\). Its minimum is \(-4\), whereas the coefficient of \(s^2\) is \(-2\). The functional below includes the missing overlap terms. For this problem it is \(x_1^2+2x_1-1=(x_1+1)^2-2\), with minimum \(-2\).

## The functional and its error

Expand \(H\), \(S\), \(\psi\) and \(e\) in powers of \(s\), with coefficients \(H_k,S_k,\psi_k,e_k\) for \(k=0,1,2\). Everything is real and finite-dimensional, \(H_0,H_1,S_0,S_1\) are symmetric, and \(\langle\psi_0,S_0\psi_0\rangle=1\). Define

\[
A_0=H_0-e_0S_0,\quad A_1=H_1-e_0S_1-e_1S_0,\quad B_2=H_2-e_0S_2-e_1S_1,
\]
\[
F(x)=\langle x,A_0x\rangle+2\langle x,A_1\psi_0\rangle+\langle\psi_0,B_2\psi_0\rangle .
\]

The claim is that, for every \(x\),

\[
F(x)=e_2+\langle x-\psi_1,A_0(x-\psi_1)\rangle .
\]

Collecting powers of \(s\) in \(H\psi=eS\psi\) gives

\[
A_0\psi_0=0,\qquad A_0\psi_1=-A_1\psi_0,\qquad
A_0\psi_2+A_1\psi_1+B_2\psi_0=e_2S_0\psi_0 .
\]

The middle equation is the Sternheimer equation. Take the scalar product of the last one with \(\psi_0\). By symmetry \(\langle\psi_0,A_0\psi_2\rangle=\langle\psi_2,A_0\psi_0\rangle=0\), and normalisation leaves

\[
e_2=\langle\psi_0,A_1\psi_1\rangle+\langle\psi_0,B_2\psi_0\rangle
=-\langle\psi_1,A_0\psi_1\rangle+\langle\psi_0,B_2\psi_0\rangle ,
\]

where the second step uses the symmetry of \(A_1\) and the Sternheimer equation. Replacing \(A_1\psi_0\) by \(-A_0\psi_1\) in \(F\) as well,

\[
\begin{aligned}
F(x)&=\langle x,A_0x\rangle-2\langle x,A_0\psi_1\rangle+\langle\psi_0,B_2\psi_0\rangle\\
&=\langle x-\psi_1,A_0(x-\psi_1)\rangle-\langle\psi_1,A_0\psi_1\rangle+\langle\psi_0,B_2\psi_0\rangle ,
\end{aligned}
\]

and the last two terms are \(e_2\). The symmetry of \(H_2\) and \(S_2\) was never used.

## Minimum, minimisers and normalisation

Setting \(x=\psi_1\) gives \(F(\psi_1)=e_2\). Since \(x-\psi_1\) can be any vector, \(\psi_1\) is a global minimiser exactly when \(\langle y,A_0y\rangle\ge0\) for all \(y\), written \(A_0\ge0\). For positive definite \(S_0\), this says that \(e_0\) is the lowest unperturbed eigenvalue.

An excited state shows what fails otherwise. In the example, change \(H_0\) to \(\mathrm{diag}(1,0)\) and keep \(\psi_0=(1,0)\), \(e_0=e_1=1\). Then \(A_0=\mathrm{diag}(0,-1)\), \(\psi_1=(0,1)\), \(e_2=0\) and \(F(x)=-(x_1-1)^2\). The identity still holds, but \(\psi_1\) is now a maximiser and \(F\) has no lower bound.

Let \(A_0\ge0\) and \(F(x)=e_2\), and put \(y=x-\psi_1\), so that \(\langle y,A_0y\rangle=0\). With \(z=A_0y\), \(b=\langle z,A_0z\rangle\ge0\) and \(c=\langle z,z\rangle\), the vector \((b+1)y-cz\) gives

\[
0\le-2(b+1)c^2+bc^2=-(b+2)c^2 .
\]

Hence \(c=0\) and \(A_0y=0\), so \(x\) solves the Sternheimer equation. Conversely, any solution has \(A_0(x-\psi_1)=0\) and therefore \(F(x)=e_2\).

Finally, \(F(x+t\psi_0)=F(x)\) for real \(t\), because \(A_0\psi_0=0\) and \(A_0\) is symmetric. The first-order part of \(\langle\psi,S\psi\rangle=1\) is \(2\langle\psi_0,S_0x\rangle+\langle\psi_0,S_1\psi_0\rangle=0\), and the shift \(t=-\langle\psi_0,S_0x\rangle-\tfrac12\langle\psi_0,S_1\psi_0\rangle\) enforces it.

## The expansion in Lean

```lean
import Mathlib

open Matrix

namespace GeneralizedHylleraas

noncomputable section
```

The coefficients are collected in one structure. They multiply plain powers of \(s\), so `e₂` is half the second derivative of the energy.

```lean
/-- Coefficients through second order of a Hamiltonian `H`, an overlap `S`, a state `ψ` and
an energy `e` in powers of a real perturbation strength. -/
structure Expansion (n : Type*) where
  (H₀ H₁ H₂ S₀ S₁ S₂ : Matrix n n ℝ)
  (ψ₀ ψ₁ ψ₂ : n → ℝ)
  (e₀ e₁ e₂ : ℝ)
```

The three operators are those defined above.

```lean
/-- The unperturbed operator `A₀ = H₀ - e₀ S₀`. -/
def Expansion.A₀ {n : Type*} (d : Expansion n) : Matrix n n ℝ := d.H₀ - d.e₀ • d.S₀

/-- The first-order operator `A₁ = H₁ - e₀ S₁ - e₁ S₀`. -/
def Expansion.A₁ {n : Type*} (d : Expansion n) : Matrix n n ℝ :=
  d.H₁ - d.e₀ • d.S₁ - d.e₁ • d.S₀

/-- The second-order operator `H₂ - e₀ S₂ - e₁ S₁`, which does not contain `e₂`. -/
def Expansion.B₂ {n : Type*} (d : Expansion n) : Matrix n n ℝ :=
  d.H₂ - d.e₀ • d.S₂ - d.e₁ • d.S₁
```

The index type `n` labels a finite basis, `*ᵥ` applies a matrix to a vector, and `⬝ᵥ` is the real scalar product. The residual inserts the truncated expansions into the full eigenproblem.

```lean
variable {n : Type*} [Fintype n]

/-- The residual `H ψ - e S ψ` of the truncated expansions at perturbation strength `s`. -/
def Expansion.residual (d : Expansion n) (s : ℝ) : n → ℝ :=
  (d.H₀ + s • d.H₁ + s ^ 2 • d.H₂) *ᵥ (d.ψ₀ + s • d.ψ₁ + s ^ 2 • d.ψ₂)
    - (d.e₀ + s * d.e₁ + s ^ 2 * d.e₂) •
      ((d.S₀ + s • d.S₁ + s ^ 2 • d.S₂) *ᵥ (d.ψ₀ + s • d.ψ₁ + s ^ 2 • d.ψ₂))
```

The next definition is \(F\).

```lean
/-- The Hylleraas functional of a trial first-order state `x`, with a perturbed overlap. -/
def Expansion.hylleraas (d : Expansion n) (x : n → ℝ) : ℝ :=
  x ⬝ᵥ (d.A₀ *ᵥ x) + 2 * (x ⬝ᵥ (d.A₁ *ᵥ d.ψ₀)) + d.ψ₀ ⬝ᵥ (d.B₂ *ᵥ d.ψ₀)
```

`Solves` states the physical assumptions: symmetry through first order, normalisation with \(S_0\), and the eigenvalue equation at each of the three orders. These equations are assumed; no solution is constructed from a given \(H\) and \(S\). Neither positivity of \(S_0\) nor non-degeneracy of \(e_0\) is required.

```lean
/-- The equation `H ψ = e S ψ` holds at orders zero, one and two, `H` and `S` are symmetric
through first order, and `ψ₀` is normalised with the overlap `S₀`. -/
structure Solves (d : Expansion n) : Prop where
  symmH₀ : d.H₀.IsSymm
  symmH₁ : d.H₁.IsSymm
  symmS₀ : d.S₀.IsSymm
  symmS₁ : d.S₁.IsSymm
  normalised : d.ψ₀ ⬝ᵥ (d.S₀ *ᵥ d.ψ₀) = 1
  order₀ : d.H₀ *ᵥ d.ψ₀ = d.e₀ • (d.S₀ *ᵥ d.ψ₀)
  order₁ : d.H₀ *ᵥ d.ψ₁ + d.H₁ *ᵥ d.ψ₀
    = d.e₀ • (d.S₀ *ᵥ d.ψ₁ + d.S₁ *ᵥ d.ψ₀) + d.e₁ • (d.S₀ *ᵥ d.ψ₀)
  order₂ : d.H₀ *ᵥ d.ψ₂ + d.H₁ *ᵥ d.ψ₁ + d.H₂ *ᵥ d.ψ₀
    = d.e₀ • (d.S₀ *ᵥ d.ψ₂ + d.S₁ *ᵥ d.ψ₁ + d.S₂ *ᵥ d.ψ₀)
      + d.e₁ • (d.S₀ *ᵥ d.ψ₁ + d.S₁ *ᵥ d.ψ₀) + d.e₂ • (d.S₀ *ᵥ d.ψ₀)
```

To connect the three equations with the original problem, the next theorem shows that the residual is \(s^3\) times a polynomial. The witnesses `r₀` to `r₃` are the coefficients of \(s^3\) to \(s^6\), and `linear_combination` cancels the lower orders using the three equations.

```lean
/-- If the equations of orders zero to two hold, the residual of the generalized eigenproblem
is `s ^ 3` times a polynomial in the perturbation strength `s`. -/
theorem residual_third_order {d : Expansion n} (h : Solves d) :
    ∃ r₀ r₁ r₂ r₃ : n → ℝ, ∀ s : ℝ,
      d.residual s = s ^ 3 • (r₀ + s • r₁ + s ^ 2 • r₂ + s ^ 3 • r₃) := by
  refine ⟨d.H₁ *ᵥ d.ψ₂ + d.H₂ *ᵥ d.ψ₁ - d.e₀ • (d.S₁ *ᵥ d.ψ₂ + d.S₂ *ᵥ d.ψ₁)
      - d.e₁ • (d.S₀ *ᵥ d.ψ₂ + d.S₁ *ᵥ d.ψ₁ + d.S₂ *ᵥ d.ψ₀)
      - d.e₂ • (d.S₀ *ᵥ d.ψ₁ + d.S₁ *ᵥ d.ψ₀),
    d.H₂ *ᵥ d.ψ₂ - d.e₀ • (d.S₂ *ᵥ d.ψ₂) - d.e₁ • (d.S₁ *ᵥ d.ψ₂ + d.S₂ *ᵥ d.ψ₁)
      - d.e₂ • (d.S₀ *ᵥ d.ψ₂ + d.S₁ *ᵥ d.ψ₁ + d.S₂ *ᵥ d.ψ₀),
    -(d.e₁ • (d.S₂ *ᵥ d.ψ₂)) - d.e₂ • (d.S₁ *ᵥ d.ψ₂ + d.S₂ *ᵥ d.ψ₁),
    -(d.e₂ • (d.S₂ *ᵥ d.ψ₂)), fun s => ?_⟩
  simp only [Expansion.residual, add_mulVec, mulVec_add, smul_mulVec, mulVec_smul]
  -- the three lowest orders cancel by the perturbation equations
  linear_combination (norm := module) h.order₀ + s • h.order₁ + s ^ 2 • h.order₂
```

## From the Sternheimer equation to the completed square

Symmetry enters through one lemma, which exchanges the two vectors in a matrix element.

```lean
/-- A real symmetric matrix can be moved from one side of the scalar product to the other. -/
theorem symm_pairing {A : Matrix n n ℝ} (hA : A.IsSymm) (x y : n → ℝ) :
    x ⬝ᵥ (A *ᵥ y) = y ⬝ᵥ (A *ᵥ x) := by
  rw [dotProduct_mulVec, ← mulVec_transpose, hA.eq, dotProduct_comm]
```

The equations of orders zero and one are then rewritten with \(A_0\) and \(A_1\).

```lean
/-- The perturbation equations in terms of `A₀` and `A₁`: `ψ₀` is annihilated by `A₀`, and
`ψ₁` obeys the Sternheimer equation `A₀ ψ₁ = -A₁ ψ₀`. -/
theorem sternheimer {d : Expansion n} (h : Solves d) :
    d.A₀ *ᵥ d.ψ₀ = 0 ∧ d.A₀ *ᵥ d.ψ₁ = -(d.A₁ *ᵥ d.ψ₀) := by
  simp only [Expansion.A₀, Expansion.A₁, sub_mulVec, smul_mulVec]
  constructor
  · linear_combination (norm := module) h.order₀
  · linear_combination (norm := module) h.order₁
```

In the energy formula, `h2` is the second-order equation in compact form and `h3` is its projection on \(\psi_0\). The symmetry lemma removes \(\psi_2\).

```lean
/-- If `d` satisfies `Solves`, the second-order energy is given by a formula without `ψ₂`:
`e₂ = ⟨ψ₀, A₁ ψ₁⟩ + ⟨ψ₀, (H₂ - e₀ S₂ - e₁ S₁) ψ₀⟩`. -/
theorem second_order_energy {d : Expansion n} (h : Solves d) :
    d.e₂ = d.ψ₀ ⬝ᵥ (d.A₁ *ᵥ d.ψ₁) + d.ψ₀ ⬝ᵥ (d.B₂ *ᵥ d.ψ₀) := by
  have hA : d.A₀.IsSymm := h.symmH₀.sub (h.symmS₀.smul _)
  have h2 : d.A₀ *ᵥ d.ψ₂ + d.A₁ *ᵥ d.ψ₁ + d.B₂ *ᵥ d.ψ₀ = d.e₂ • (d.S₀ *ᵥ d.ψ₀) := by
    simp only [Expansion.A₀, Expansion.A₁, Expansion.B₂, sub_mulVec, smul_mulVec]
    linear_combination (norm := module) h.order₂
  -- project on ψ₀; the term with ψ₂ drops out
  have h3 := congrArg (fun v => d.ψ₀ ⬝ᵥ v) h2
  simp only [dotProduct_add, dotProduct_smul, smul_eq_mul, h.normalised] at h3
  rw [symm_pairing hA d.ψ₀ d.ψ₂, (sternheimer h).1, dotProduct_zero] at h3
  linarith
```

The main identity holds for every trial vector `x`, with no sign condition on \(A_0\). The proof substitutes the energy formula and \(A_1\psi_0=-A_0\psi_1\), expands the quadratic form, and matches the two cross terms by symmetry.

```lean
/-- If `d` satisfies `Solves`, then for every trial state `x` the Hylleraas functional equals the
second-order energy plus the quadratic form of `A₀` in the error `x - ψ₁`. -/
theorem hylleraas_eq {d : Expansion n} (h : Solves d) (x : n → ℝ) :
    d.hylleraas x = d.e₂ + (x - d.ψ₁) ⬝ᵥ (d.A₀ *ᵥ (x - d.ψ₁)) := by
  have hA : d.A₀.IsSymm := h.symmH₀.sub (h.symmS₀.smul _)
  have hB : d.A₁.IsSymm := (h.symmH₁.sub (h.symmS₁.smul _)).sub (h.symmS₀.smul _)
  have h1 : d.A₁ *ᵥ d.ψ₀ = -(d.A₀ *ᵥ d.ψ₁) := by rw [(sternheimer h).2, neg_neg]
  rw [Expansion.hylleraas, second_order_energy h, symm_pairing hB d.ψ₀ d.ψ₁, h1]
  -- complete the square
  simp only [mulVec_sub, sub_dotProduct, dotProduct_sub, dotProduct_neg]
  linear_combination symm_pairing hA d.ψ₁ x
```

## Minimality and the freedom along the unperturbed state

The equivalence in `minimal_iff` is read off from the identity. In the forward direction, the trial state `y + d.ψ₁` has error `y`.

```lean
/-- If `d` satisfies `Solves`, the functional takes the value `e₂` at `ψ₁`, and this is its minimum
over all trial states if and only if `A₀` is positive semidefinite. -/
theorem minimal_iff {d : Expansion n} (h : Solves d) :
    d.hylleraas d.ψ₁ = d.e₂ ∧
      ((∀ x, d.hylleraas d.ψ₁ ≤ d.hylleraas x) ↔ ∀ y, 0 ≤ y ⬝ᵥ (d.A₀ *ᵥ y)) := by
  have h0 : d.hylleraas d.ψ₁ = d.e₂ := by
    rw [hylleraas_eq h, sub_self, zero_dotProduct, add_zero]
  refine ⟨h0, fun hm y => ?_, fun hp x => ?_⟩
  · have h1 := hm (y + d.ψ₁)
    rw [h0, hylleraas_eq h, add_sub_cancel_right] at h1
    linarith
  · rw [h0, hylleraas_eq h]
    linarith [hp (x - d.ψ₁)]
```

The characterisation of the minimisers assumes \(A_0\ge0\) as `hp`. The proof uses the test vector from the derivation, and `nlinarith` concludes that \(c^2=0\).

```lean
/-- If `d` satisfies `Solves` and `A₀` is positive semidefinite, a trial state reaches the value
`e₂` exactly when it solves the Sternheimer equation. -/
theorem minimiser_iff {d : Expansion n} (h : Solves d)
    (hp : ∀ y, 0 ≤ y ⬝ᵥ (d.A₀ *ᵥ y)) (x : n → ℝ) :
    d.hylleraas x = d.e₂ ↔ d.A₀ *ᵥ x = -(d.A₁ *ᵥ d.ψ₀) := by
  have hA : d.A₀.IsSymm := h.symmH₀.sub (h.symmS₀.smul _)
  rw [hylleraas_eq h, ← (sternheimer h).2, ← sub_eq_zero (a := d.A₀ *ᵥ x), ← mulVec_sub]
  generalize x - d.ψ₁ = y
  constructor
  · intro hy
    have hy0 : y ⬝ᵥ (d.A₀ *ᵥ y) = 0 := by linarith
    -- test positivity on a combination of y and z = A₀ y
    obtain ⟨z, hz⟩ : ∃ z, z = d.A₀ *ᵥ y := ⟨_, rfl⟩
    have hb := hp z
    have hyz : y ⬝ᵥ (d.A₀ *ᵥ z) = z ⬝ᵥ z := by rw [symm_pairing hA, ← hz]
    have ht := hp ((z ⬝ᵥ (d.A₀ *ᵥ z) + 1) • y - (z ⬝ᵥ z) • z)
    simp only [mulVec_sub, mulVec_smul, sub_dotProduct, dotProduct_sub, smul_dotProduct,
      dotProduct_smul, smul_eq_mul, hy0, hyz] at ht
    rw [← hz] at ht ⊢
    have hsq : (z ⬝ᵥ z) ^ 2 = 0 := by
      nlinarith [sq_nonneg (z ⬝ᵥ z), mul_nonneg (sq_nonneg (z ⬝ᵥ z)) hb]
    exact dotProduct_self_eq_zero.mp (pow_eq_zero_iff two_ne_zero |>.mp hsq)
  · intro hy
    rw [hy, dotProduct_zero, add_zero]
```

The normalisation theorem supplies the shift \(t\) explicitly, then checks the constraint and the unchanged value of \(F\) separately.

```lean
/-- If `d` satisfies `Solves`, any trial state can be shifted along `ψ₀` so that it obeys the
first-order normalisation with the perturbed overlap, and the functional keeps its value. -/
theorem normalisation_free {d : Expansion n} (h : Solves d) (x : n → ℝ) :
    ∃ t : ℝ, 2 * (d.ψ₀ ⬝ᵥ (d.S₀ *ᵥ (x + t • d.ψ₀))) + d.ψ₀ ⬝ᵥ (d.S₁ *ᵥ d.ψ₀) = 0 ∧
      d.hylleraas (x + t • d.ψ₀) = d.hylleraas x := by
  have hA : d.A₀.IsSymm := h.symmH₀.sub (h.symmS₀.smul _)
  refine ⟨-(d.ψ₀ ⬝ᵥ (d.S₀ *ᵥ x)) - d.ψ₀ ⬝ᵥ (d.S₁ *ᵥ d.ψ₀) / 2, ?_, ?_⟩
  · simp only [mulVec_add, mulVec_smul, dotProduct_add, dotProduct_smul, smul_eq_mul,
      h.normalised]
    ring
  · rw [hylleraas_eq h, hylleraas_eq h, add_sub_right_comm]
    -- A₀ annihilates ψ₀ on both sides
    rw [mulVec_add, mulVec_smul, (sternheimer h).1, smul_zero, add_zero, add_dotProduct,
      smul_dotProduct, symm_pairing hA d.ψ₀, (sternheimer h).1, dotProduct_zero, smul_zero,
      add_zero]
```

## The two-level problem checked

The opening example, with \(\psi_1=(0,-1)\) and \(\psi_2=0\), satisfies every assumption, including \(A_0\ge0\). The proof checks the matrices and equations entry by entry; the quadratic form of \(A_0\) is the square of `y 1`.

```lean
/-- A two-level problem whose overlap changes at first and at second order. -/
def twoLevel : Expansion (Fin 2) where
  H₀ := !![1, 0; 0, 2]
  H₁ := !![1, 2; 2, 0]
  H₂ := !![0, 0; 0, 0]
  S₀ := !![1, 0; 0, 1]
  S₁ := !![0, 1; 1, 0]
  S₂ := !![1, 0; 0, 0]
  ψ₀ := ![1, 0]
  ψ₁ := ![0, -1]
  ψ₂ := ![0, 0]
  e₀ := 1
  e₁ := 1
  e₂ := -2

/-- The two-level problem satisfies the perturbation equations, and its `A₀` is positive
semidefinite. -/
theorem twoLevel_witness :
    Solves twoLevel ∧ ∀ y, 0 ≤ y ⬝ᵥ (twoLevel.A₀ *ᵥ y) := by
  refine ⟨⟨?_, ?_, ?_, ?_, ?_, ?_, ?_, ?_⟩, fun y => ?_⟩
  iterate 4
    · refine Matrix.IsSymm.ext fun i j => ?_
      fin_cases i <;> fin_cases j <;> simp [twoLevel]
  · simp [twoLevel, Matrix.mulVec, dotProduct, Fin.sum_univ_two]
  iterate 3
    · ext i
      fin_cases i <;> simp [twoLevel, Matrix.mulVec, dotProduct, Fin.sum_univ_two]
  · simp [twoLevel, Expansion.A₀, Matrix.mulVec, dotProduct, Fin.sum_univ_two]
    nlinarith [mul_self_nonneg (y 1)]

end

end GeneralizedHylleraas
```

```lean
#print axioms GeneralizedHylleraas.hylleraas_eq
-- 'GeneralizedHylleraas.hylleraas_eq' depends on axioms: [propext, Classical.choice, Quot.sound]
#print axioms GeneralizedHylleraas.minimal_iff
-- 'GeneralizedHylleraas.minimal_iff' depends on axioms: [propext, Classical.choice, Quot.sound]
#print axioms GeneralizedHylleraas.minimiser_iff
-- 'GeneralizedHylleraas.minimiser_iff' depends on axioms: [propext, Classical.choice, Quot.sound]
#print axioms GeneralizedHylleraas.normalisation_free
-- 'GeneralizedHylleraas.normalisation_free' depends on axioms: [propext, Classical.choice, Quot.sound]
```

## Solving for the first-order state in a response calculation

In a linear-response calculation with PAW or ultrasoft pseudopotentials, the first-order state is usually found iteratively. For one non-degenerate state with prescribed \(H_1\) and \(H_2\), one can first compute \(e_1=\langle\psi_0,(H_1-e_0S_1)\psi_0\rangle\) and then reduce the residual \(A_0x+A_1\psi_0\), which is half the gradient of \(F\). If the energy is evaluated as \(F(x)\), the identity shows that stopping early costs an error that is quadratic in \(x-\psi_1\). In the two-level problem, \(x=(0,-0.9)\) gives \(F(x)=-1.99\), while inserting the same \(x\) for \(\psi_1\) in \(\langle\psi_0,A_1\psi_1\rangle+\langle\psi_0,B_2\psi_0\rangle\) gives \(-1.9\).

With several occupied states, \(A_0\) is generally indefinite for all but the lowest, so the minimisation is restricted to the part of \(x\) outside the occupied space, and orthonormality constrains the rest. In self-consistent density-functional perturbation theory \(H_1\) also depends on the first-order density, which adds Hartree and exchange-correlation terms to the functional.
